# The characteristic polynomial of a central orbital coupled to mutually uncoupled neighbours

In a non-interacting model with an orthonormal basis, a central orbital is coupled by real hoppings `h i` to finitely many neighbours, which are not coupled to each other, and all on-site energies are zero. The theorem `X_mul_charpoly` states that the characteristic polynomial of this Hamiltonian, multiplied by the energy variable $X$, equals $X^Z(X^2 - S)$, where $Z$ is the number of neighbours and $S$ is the sum of the squared hoppings. The proof writes the characteristic matrix in blocks and multiplies it on the right by a block lower triangular matrix, chosen so that the product is block upper triangular. Taking determinants of both sides should then give the identity.

The first attempt, which Lean rejects:

```lean
import Mathlib

open Matrix Polynomial

namespace SquareRootBonding

noncomputable section

variable {n : Type*} [Fintype n] [DecidableEq n]

/-- The Hamiltonian of a central orbital coupled by hoppings `h i` to neighbours that are not
coupled to each other, with all on-site energies zero. -/
def hamiltonian (h : n → ℝ) : Matrix (Unit ⊕ n) (Unit ⊕ n) ℝ :=
  fromBlocks 0 (of fun _ j => h j) (of fun i _ => h i) 0

/-- The characteristic polynomial, multiplied by the energy variable `X`, is `X ^ Z * (X ^ 2 - S)`,
where `Z` is the number of neighbours and `S` is the sum of the squared hoppings. -/
theorem X_mul_charpoly (h : n → ℝ) :
    X * (hamiltonian h).charpoly = X ^ Fintype.card n * (X ^ 2 - C (∑ i, h i ^ 2)) := by
  let r : Matrix Unit n ℝ[X] := of fun _ j => C (h j)
  let c : Matrix n Unit ℝ[X] := of fun i _ => C (h i)
  have hM : charmatrix (hamiltonian h) =
      fromBlocks ((X : ℝ[X]) • 1) (-r) (-c) ((X : ℝ[X]) • 1) := by
    ext1 i j
    rcases i with i | i <;> rcases j with j | j <;>
      simp [charmatrix_apply, hamiltonian, r, c, Matrix.diagonal_apply, Matrix.one_apply]
  -- a block triangular factor eliminates the neighbours
  have h1 : ((X : ℝ[X]) • (1 : Matrix Unit Unit ℝ[X])) * ((X : ℝ[X]) • 1) + (-r) * c =
      of fun _ _ => X ^ 2 - C (∑ i, h i ^ 2) := by
    ext1 i j
    simp [Matrix.mul_apply, r, c, Matrix.one_apply, sq, sub_eq_add_neg]
  have h2 : ((X : ℝ[X]) • (1 : Matrix Unit Unit ℝ[X])) * (0 : Matrix Unit n ℝ[X])
      + (-r) * (1 : Matrix n n ℝ[X]) = -r := by simp
  have h3 : (-c) * ((X : ℝ[X]) • (1 : Matrix Unit Unit ℝ[X]))
      + ((X : ℝ[X]) • (1 : Matrix n n ℝ[X])) * c = 0 := by simp
  have h4 : (-c) * (0 : Matrix Unit n ℝ[X])
      + ((X : ℝ[X]) • (1 : Matrix n n ℝ[X])) * (1 : Matrix n n ℝ[X]) = (X : ℝ[X]) • 1 := by
    simp
  have hprod := fromBlocks_multiply ((X : ℝ[X]) • (1 : Matrix Unit Unit ℝ[X])) (-r) (-c)
    ((X : ℝ[X]) • (1 : Matrix n n ℝ[X])) ((X : ℝ[X]) • (1 : Matrix Unit Unit ℝ[X])) 0 c 1
  rw [h1, h2, h3, h4] at hprod
  -- compare determinants
  have hdet := congrArg Matrix.det hprod
  rw [Matrix.det_mul, det_fromBlocks_zero₁₂, det_fromBlocks_zero₂₁] at hdet
  simp only [Matrix.det_smul, Matrix.det_one, Fintype.card_unique, pow_one, mul_one,
    Matrix.det_unique, Matrix.of_apply, Matrix.smul_apply, Matrix.one_apply_eq,
    smul_eq_mul] at hdet
  rw [Matrix.charpoly, hM]
  linear_combination hdet

end

end SquareRootBonding
```

Messages:

```
Main.lean:40:88: error: typeclass instance problem is stuck
  OfNat (Matrix n ?m.434 ℝ[X]) 1

Note: Lean will not try to resolve this typeclass instance problem because the first type argument to `OfNat` contains metavariables. This argument must be fully determined before Lean will try to resolve the typeclass.

Hint: Adding type annotations and supplying implicit arguments to functions can give Lean more information for typeclass resolution. For example, if you have a variable `x` that you intend to be a `Nat`, but Lean reports it as having an unresolved type like `?m`, replacing `x` with `(x : Nat)` can get typeclass resolution un-stuck.
numerals are polymorphic in Lean, but the numeral `1` cannot be used in a context where the expected type is
  Matrix n ?m.434 ℝ[X]
due to the absence of the instance above
Main.lean:31:34: warning: This simp argument is unused:
  Matrix.one_apply

Hint: Omit it from the simp argument list.
  [apply] simp [Matrix.mul_apply, r, c, sq, sub_eq_add_neg]

Note: This linter can be disabled with `set_option linter.unusedSimpArgs false`
```

Cause. The error is at the final `1` in the call to `fromBlocks_multiply`. That lemma allows rectangular blocks, so the second factor's column blocks can have any index types. The last two blocks in its second column are given as bare `0` and `1`, and no other argument fixes the column index they share. Lean therefore knows only that `1` has type `Matrix n ?m.434 ℝ[X]`, and it will not look for the instance that gives the numeral a meaning while that index is unknown. The later `rw` cannot help, since the `have` must be elaborated first.

The repair writes `(0 : Matrix Unit n ℝ[X])` and `(1 : Matrix n n ℝ[X])`, which fixes the missing index as `n` and makes `1` the identity matrix.

The other changes are tidying. The warning says that `Matrix.one_apply` is unused in the `simp` call that proves `h1`, so it is dropped. `Fintype.card_unique` and `pow_one` are also removed from the later `simp only`; no message concerns them, and the repaired file compiles without them.

As a diff, the version that Lean accepts:

```diff
@@ -29,5 +29,5 @@
       of fun _ _ => X ^ 2 - C (∑ i, h i ^ 2) := by
     ext1 i j
-    simp [Matrix.mul_apply, r, c, Matrix.one_apply, sq, sub_eq_add_neg]
+    simp [Matrix.mul_apply, r, c, sq, sub_eq_add_neg]
   have h2 : ((X : ℝ[X]) • (1 : Matrix Unit Unit ℝ[X])) * (0 : Matrix Unit n ℝ[X])
       + (-r) * (1 : Matrix n n ℝ[X]) = -r := by simp
@@ -38,10 +38,11 @@
     simp
   have hprod := fromBlocks_multiply ((X : ℝ[X]) • (1 : Matrix Unit Unit ℝ[X])) (-r) (-c)
-    ((X : ℝ[X]) • (1 : Matrix n n ℝ[X])) ((X : ℝ[X]) • (1 : Matrix Unit Unit ℝ[X])) 0 c 1
+    ((X : ℝ[X]) • (1 : Matrix n n ℝ[X])) ((X : ℝ[X]) • (1 : Matrix Unit Unit ℝ[X]))
+    (0 : Matrix Unit n ℝ[X]) c (1 : Matrix n n ℝ[X])
   rw [h1, h2, h3, h4] at hprod
   -- compare determinants
   have hdet := congrArg Matrix.det hprod
   rw [Matrix.det_mul, det_fromBlocks_zero₁₂, det_fromBlocks_zero₂₁] at hdet
-  simp only [Matrix.det_smul, Matrix.det_one, Fintype.card_unique, pow_one, mul_one,
+  simp only [Matrix.det_smul, Matrix.det_one, mul_one,
     Matrix.det_unique, Matrix.of_apply, Matrix.smul_apply, Matrix.one_apply_eq,
     smul_eq_mul] at hdet
```
